# For linearly independent steps, a positive definite multisecant Hessian exists exactly when $S^{\mathsf T}Y$ is symmetric positive definite

While a molecule relaxes towards a minimum of its energy, the optimiser records how the geometry changed and how the energy gradient changed with it. After $m$ such records it holds steps $s_1,\dots,s_m$ and gradient changes $y_1,\dots,y_m$, all vectors with $n$ real components. A quasi-Newton method models the energy surface by a Hessian $B$. One would like $B$ to reproduce every record, $Bs_j=y_j$, and also to be symmetric with positive curvature in all directions, so that the step $-B^{-1}g$ points downhill whenever the gradient $g$ is nonzero. When do the data allow this?

Put the steps into the columns of an $n\times m$ matrix $S$ and the gradient changes into the columns of $Y$. The requirement becomes $BS=Y$, and the answer lies in the $m\times m$ matrix $G=S^{\mathsf T}Y$, with entries $G_{ij}=s_i\cdot y_j$.

## The matrices and the notation

```lean
import Mathlib

open Matrix

namespace MultisecantCurvature

noncomputable section

variable {n m : Type*} [Fintype n] [Fintype m] [DecidableEq m]
```

Here `n` and `m` are finite index sets, for the coordinates and for the records. In what follows, `Sᵀ` is the transpose, `A *ᵥ x` is the matrix $A$ applied to the vector $x$, and `x ⬝ᵥ y` is the dot product.

```lean
/-- A real square matrix is symmetric positive definite: it equals its transpose and its
quadratic form is positive on every nonzero vector. -/
def IsSPD {k : Type*} [Fintype k] (A : Matrix k k ℝ) : Prop :=
  Aᵀ = A ∧ ∀ x : k → ℝ, x ≠ 0 → 0 < x ⬝ᵥ A *ᵥ x
```

`IsSPD A` says that $A^{\mathsf T}=A$ and $x\cdot Ax>0$ for every $x\neq0$. Symmetry is part of the definition, because a real matrix can have a positive quadratic form without being symmetric.

```lean
/-- The part `Y (SᵀY)⁻¹ Yᵀ` of a Hessian model that is built from the secant data alone,
for invertible `SᵀY`. -/
def secantPart (S Y : Matrix n m ℝ) : Matrix n n ℝ := Y * (Sᵀ * Y)⁻¹ * Yᵀ
```

This is $C=YG^{-1}Y^{\mathsf T}$, the part of the Hessian built from the data alone. Lean assigns a value to the inverse even when $G$ is singular, but in every theorem below that uses $C$ the hypotheses make $G$ invertible.

```lean
/-- A correction for the steps `S`: a symmetric matrix that annihilates every step and has
positive curvature along every vector outside the span of the steps. -/
def IsCorrection (S : Matrix n m ℝ) (K : Matrix n n ℝ) : Prop :=
  Kᵀ = K ∧ K * S = 0 ∧ ∀ x : n → ℝ, (∀ c, x ≠ S *ᵥ c) → 0 < x ⬝ᵥ K *ᵥ x
```

A "correction" is this file's name for a matrix $K$ that may be added to $C$. It is symmetric, it satisfies $KS=0$ and so leaves the recorded data alone, and $x\cdot Kx>0$ for every $x$ outside the span of the steps. The condition `∀ c, x ≠ S *ᵥ c` says that $x$ is no combination $Sc$ of the steps.

```lean
/-- The explicit Hessian model `Y (SᵀY)⁻¹ Yᵀ + I - S (SᵀS)⁻¹ Sᵀ`, for invertible `SᵀY`
and `SᵀS`. -/
def multisecantHessian [DecidableEq n] (S Y : Matrix n m ℝ) : Matrix n n ℝ :=
  Y * (Sᵀ * Y)⁻¹ * Yᵀ + 1 - S * (Sᵀ * S)⁻¹ * Sᵀ
```

The explicit candidate is
$$B_\ast=YG^{-1}Y^{\mathsf T}+I-S(S^{\mathsf T}S)^{-1}S^{\mathsf T},$$
where Lean writes `1` for $I$. The last two terms project onto the directions orthogonal to all steps. Along a unit vector orthogonal to all steps they contribute a curvature of one, in the working units, which is added to whatever curvature $C$ has there.

## Two facts from linear algebra

```lean
/-- A matrix moves from one side of the dot product to the other as its transpose. -/
lemma mulVec_dot {k l : Type*} [Fintype k] [Fintype l] (A : Matrix k l ℝ)
    (x : l → ℝ) (y : k → ℝ) : (A *ᵥ x) ⬝ᵥ y = x ⬝ᵥ Aᵀ *ᵥ y := by
  rw [Matrix.dotProduct_mulVec, Matrix.vecMul_transpose]
```

In a theorem or lemma, the hypotheses stand before the colon and the claim after it. This one says $(Ax)\cdot y=x\cdot(A^{\mathsf T}y)$.

```lean
/-- A symmetric positive definite matrix has an invertible determinant. -/
lemma IsSPD.isUnit_det {A : Matrix m m ℝ} (h : IsSPD A) : IsUnit A.det := by
  rw [isUnit_iff_ne_zero]
  intro h0
  obtain ⟨v, hv, hAv⟩ := Matrix.exists_mulVec_eq_zero_iff.mpr h0
  have h1 := h.2 v hv
  rw [hAv, dotProduct_zero] at h1
  exact lt_irrefl _ h1
```

A symmetric positive definite matrix is invertible. If its determinant vanished, some $v\neq0$ would satisfy $Av=0$, and then $v\cdot Av=0$, which contradicts positivity.

## What a positive definite Hessian forces on the data

```lean
omit [DecidableEq m] in
/-- Necessity: if a symmetric positive definite `B` maps linearly independent steps `S` to
the gradient changes `Y`, then `SᵀY` is symmetric positive definite. -/
theorem curvature_of_secant {B : Matrix n n ℝ} {S Y : Matrix n m ℝ}
    (hS : LinearIndependent ℝ S.col) (hB : IsSPD B) (h : B * S = Y) :
    IsSPD (Sᵀ * Y) := by
  subst h
  refine ⟨by simp [Matrix.transpose_mul, hB.1, Matrix.mul_assoc], fun c hc => ?_⟩
  have hne : S *ᵥ c ≠ 0 := fun h0 =>
    hc (Matrix.mulVec_injective_iff.mpr hS (by simp [h0]))
  have h1 := hB.2 _ hne
  rw [mulVec_dot] at h1
  simpa only [Matrix.mulVec_mulVec, Matrix.mul_assoc] using h1
```

Let the steps be linearly independent (`LinearIndependent ℝ S.col`), and let $B$ be symmetric positive definite with $BS=Y$. Then $G=S^{\mathsf T}BS$, which is symmetric because $B$ is. For $c\neq0$, independence gives $Sc\neq0$, so
$$0<(Sc)\cdot B(Sc)=c\cdot S^{\mathsf T}BS\,c=c\cdot Gc .$$
In the proof, `subst h` replaces $Y$ by $BS$, `hne` is the statement $Sc\neq0$, and `mulVec_dot` moves $S$ across the dot product.

```lean
omit [DecidableEq m] in
/-- If `SᵀY` is symmetric positive definite, the steps in `S` are linearly independent. -/
theorem independent_of_curvature {S Y : Matrix n m ℝ} (hG : IsSPD (Sᵀ * Y)) :
    LinearIndependent ℝ S.col := by
  rw [← Matrix.mulVec_injective_iff]
  intro a b hab
  by_contra hne
  have h1 := hG.2 (a - b) (sub_ne_zero.mpr hne)
  have h0 : S *ᵥ (a - b) = 0 := by
    rw [Matrix.mulVec_sub]
    exact sub_eq_zero.mpr hab
  rw [← hG.1, Matrix.transpose_mul, Matrix.transpose_transpose, ← Matrix.mulVec_mulVec,
    h0, Matrix.mulVec_zero, dotProduct_zero] at h1
  exact lt_irrefl _ h1
```

Conversely, a symmetric positive definite $G$ already implies that the steps are independent. Suppose $Sa=Sb$ with $a\neq b$, and set $d=a-b$, so that $Sd=0$. Since $G=G^{\mathsf T}=Y^{\mathsf T}S$, we get $d\cdot Gd=d\cdot Y^{\mathsf T}Sd=0$, a contradiction.

## The part fixed by the data

```lean
/-- If `SᵀY` is symmetric positive definite, the secant part is symmetric, maps the steps to
the gradient changes, and has no negative curvature. -/
theorem secantPart_spec {S Y : Matrix n m ℝ} (hG : IsSPD (Sᵀ * Y)) :
    (secantPart S Y)ᵀ = secantPart S Y ∧ secantPart S Y * S = Y ∧
      ∀ x, 0 ≤ x ⬝ᵥ secantPart S Y *ᵥ x := by
  have hYS : Yᵀ * S = Sᵀ * Y := by
    have h := hG.1
    rwa [Matrix.transpose_mul, Matrix.transpose_transpose] at h
  refine ⟨?_, ?_, fun x => ?_⟩
  · unfold secantPart
    rw [Matrix.transpose_mul, Matrix.transpose_mul, Matrix.transpose_transpose,
      Matrix.transpose_nonsing_inv, hG.1, Matrix.mul_assoc]
  · unfold secantPart
    rw [Matrix.mul_assoc, hYS, Matrix.mul_assoc, Matrix.nonsing_inv_mul _ hG.isUnit_det,
      Matrix.mul_one]
  · -- the quadratic form equals that of `SᵀY` at the coefficients `c`
    obtain ⟨c, hc⟩ : ∃ c, c = (Sᵀ * Y)⁻¹ *ᵥ (Yᵀ *ᵥ x) := ⟨_, rfl⟩
    have hGc : (Sᵀ * Y) *ᵥ c = Yᵀ *ᵥ x := by
      rw [hc, Matrix.mulVec_mulVec, Matrix.mul_nonsing_inv _ hG.isUnit_det,
        Matrix.one_mulVec]
    have e : x ⬝ᵥ secantPart S Y *ᵥ x = c ⬝ᵥ (Sᵀ * Y) *ᵥ c := by
      rw [hGc, dotProduct_comm c, mulVec_dot, Matrix.transpose_transpose]
      simp only [hc, secantPart, Matrix.mulVec_mulVec, Matrix.mul_assoc]
    rw [e]
    rcases eq_or_ne c 0 with h | h
    · simp [h]
    · exact (hG.2 c h).le
```

Let $G$ be symmetric positive definite. Three properties of $C$ follow.

- It is symmetric: $C^{\mathsf T}=Y(G^{\mathsf T})^{-1}Y^{\mathsf T}=C$.
- It reproduces the data: $CS=YG^{-1}Y^{\mathsf T}S=YG^{-1}G=Y$.
- It has no negative curvature. For given $x$ put $c=G^{-1}Y^{\mathsf T}x$, so that $Gc=Y^{\mathsf T}x$ and $Cx=Yc$. Then
$$x\cdot Cx=x\cdot Yc=(Y^{\mathsf T}x)\cdot c=c\cdot Gc\ge0 .$$

The three bullets in the Lean proof treat these in the same order; the equation `e` is the last display without its inequality.

## Every admissible Hessian

```lean
/-- All solutions: for symmetric positive definite `SᵀY`, a matrix `B` is symmetric positive
definite with `B S = Y` exactly when it is the secant part plus a correction. -/
theorem solution_iff {S Y : Matrix n m ℝ} (hG : IsSPD (Sᵀ * Y)) (B : Matrix n n ℝ) :
    (IsSPD B ∧ B * S = Y) ↔ IsCorrection S (B - secantPart S Y) := by
  obtain ⟨hCt, hCS, hC0⟩ := secantPart_spec hG
  constructor
  · rintro ⟨hB, hBS⟩
    have hKt : (B - secantPart S Y)ᵀ = B - secantPart S Y := by
      rw [Matrix.transpose_sub, hB.1, hCt]
    have hKS : (B - secantPart S Y) * S = 0 := by
      rw [Matrix.sub_mul, hBS, hCS, sub_self]
    refine ⟨hKt, hKS, fun x hx => ?_⟩
    -- test `B` on the residual `x - S c`, which is nonzero because `x` is outside the span
    obtain ⟨c, hc⟩ : ∃ c, c = (Sᵀ * Y)⁻¹ *ᵥ (Yᵀ *ᵥ x) := ⟨_, rfl⟩
    have hpos := hB.2 (x - S *ᵥ c) (sub_ne_zero.mpr (hx c))
    have hCx : secantPart S Y *ᵥ x = Y *ᵥ c := by
      simp only [hc, secantPart, Matrix.mulVec_mulVec, Matrix.mul_assoc]
    have hBr : B *ᵥ (x - S *ᵥ c) = (B - secantPart S Y) *ᵥ x := by
      rw [Matrix.mulVec_sub, Matrix.mulVec_mulVec, hBS, Matrix.sub_mulVec, hCx]
    have horth : (S *ᵥ c) ⬝ᵥ ((B - secantPart S Y) *ᵥ x) = 0 := by
      rw [dotProduct_comm, mulVec_dot, hKt, Matrix.mulVec_mulVec, hKS,
        Matrix.zero_mulVec, dotProduct_zero]
    rwa [hBr, sub_dotProduct, horth, sub_zero] at hpos
  · rintro ⟨hKt, hKS, hK⟩
    rw [Matrix.sub_mul, hCS] at hKS
    rw [Matrix.transpose_sub, hCt] at hKt
    have hBS : B * S = Y := sub_eq_zero.mp hKS
    refine ⟨⟨sub_left_inj.mp hKt, fun x hx => ?_⟩, hBS⟩
    by_cases h : ∃ c, x = S *ᵥ c
    · -- inside the span of the steps the curvature is that of `SᵀY`
      obtain ⟨c, rfl⟩ := h
      have hc : c ≠ 0 := by
        rintro rfl
        exact hx (Matrix.mulVec_zero S)
      rw [Matrix.mulVec_mulVec, hBS, mulVec_dot, Matrix.mulVec_mulVec]
      exact hG.2 c hc
    · have h1 := hK x (fun c hc => h ⟨c, hc⟩)
      rw [Matrix.sub_mulVec, dotProduct_sub] at h1
      linarith [hC0 x]
```

For symmetric positive definite $G$, the matrix $B$ is a symmetric positive definite solution of $BS=Y$ exactly when $K=B-C$ is a correction.

Suppose first that $B$ is a solution. Then $K$ is symmetric and $KS=Y-Y=0$. Take $x$ outside the span of the steps, let $c=G^{-1}Y^{\mathsf T}x$ as before, and form the residual $r=x-Sc$, which is nonzero. Since $BSc=Yc=Cx$, we have $Br=Bx-Cx=Kx$. Therefore
$$0<r\cdot Br=x\cdot Kx-(Sc)\cdot Kx=x\cdot Kx ,$$
because $(Sc)\cdot Kx=x\cdot KSc=0$. Lean calls these facts `hpos`, `hBr` and `horth`.

Now suppose that $K$ is a correction. Then $B=C+K$ is symmetric and $BS=CS=Y$. Let $x\neq0$. If $x=Sc$, then $c\neq0$ and $x\cdot Bx=(Sc)\cdot Yc=c\cdot Gc>0$. Otherwise $x\cdot Bx=x\cdot Cx+x\cdot Kx$, where the first term is nonnegative and the second positive. The command `by_cases` makes this split.

```lean
/-- If `SᵀY` is symmetric positive definite, the explicit Hessian model is symmetric positive
definite and maps the steps to the gradient changes. -/
theorem multisecantHessian_spec [DecidableEq n] {S Y : Matrix n m ℝ}
    (hG : IsSPD (Sᵀ * Y)) :
    IsSPD (multisecantHessian S Y) ∧ multisecantHessian S Y * S = Y := by
  have hone : IsSPD (1 : Matrix n n ℝ) := by
    refine ⟨Matrix.transpose_one, fun x hx => ?_⟩
    rw [Matrix.one_mulVec]
    exact lt_of_le_of_ne (Finset.sum_nonneg fun i _ => mul_self_nonneg (x i))
      (fun h => hx (dotProduct_self_eq_zero.mp h.symm))
  -- the identity solves the secant problem with `Y = S`, so its remainder is a correction
  have hSS := curvature_of_secant (independent_of_curvature hG) hone (Matrix.one_mul S)
  have hP := (solution_iff hSS 1).mp ⟨hone, Matrix.one_mul S⟩
  have e : multisecantHessian S Y - secantPart S Y = 1 - secantPart S S := by
    simp only [multisecantHessian, secantPart]
    abel
  exact (solution_iff hG _).mpr (e ▸ hP)
```

To show that $B_\ast$ is a solution, it remains to see that $I-S(S^{\mathsf T}S)^{-1}S^{\mathsf T}$ is a correction. Consider the artificial data $Y=S$. The steps are linearly independent because $G$ is symmetric positive definite, and the identity is symmetric positive definite with $IS=S$, so $S^{\mathsf T}S$ is symmetric positive definite by the necessity result. For these data the secant part is $S(S^{\mathsf T}S)^{-1}S^{\mathsf T}$, and the description of all solutions says that $I$ minus it is a correction (`hP`). This is also $B_\ast-C$ for the original data (`e`), so the same description, read backwards, finishes the argument.

## The curvature condition

```lean
/-- Multisecant curvature condition: for linearly independent steps `S`, a symmetric positive
definite `B` with `B S = Y` exists if and only if `SᵀY` is symmetric positive definite. -/
theorem exists_spd_secant_iff [DecidableEq n] {S : Matrix n m ℝ}
    (hS : LinearIndependent ℝ S.col) (Y : Matrix n m ℝ) :
    (∃ B : Matrix n n ℝ, IsSPD B ∧ B * S = Y) ↔ IsSPD (Sᵀ * Y) :=
  ⟨fun ⟨_, hB, h⟩ => curvature_of_secant hS hB h,
    fun hG => ⟨multisecantHessian S Y, multisecantHessian_spec hG⟩⟩
```

For linearly independent steps, a symmetric positive definite $B$ with $BS=Y$ exists if and only if $S^{\mathsf T}Y$ is symmetric positive definite. The first line of the proof is the necessity result; the second supplies $B_\ast$.

With a single record, $G$ is the number $s\cdot y$. Symmetry is automatic, and the condition is the familiar $s\cdot y>0$. The explicit solution becomes
$$B_\ast=\frac{yy^{\mathsf T}}{s\cdot y}+I-\frac{ss^{\mathsf T}}{s\cdot s},$$
which is the BFGS update of the identity.

For geometry optimisation on an electronic-structure energy surface, the theorem decides whether a set of records with linearly independent steps admits such a Hessian, for finitely many real coordinates and secant equations that hold exactly. Whether real records meet the condition is a separate matter. On a quadratic surface with Hessian $H$, $G=S^{\mathsf T}HS$ is symmetric. On an anharmonic surface each $y_j$ contains $H$ averaged along its own step, so $s_i\cdot y_j$ and $s_j\cdot y_i$ generally differ. For independent steps, no symmetric positive definite $B$ then fits all the records. To keep $B$ symmetric positive definite, one must relax or discard at least one equation.

```lean
/-- For linearly independent steps, the curvature of any symmetric positive definite solution
is at least that of the secant part, with equality exactly on the span of the steps. -/
theorem secantPart_le {B : Matrix n n ℝ} {S Y : Matrix n m ℝ}
    (hS : LinearIndependent ℝ S.col) (hB : IsSPD B) (h : B * S = Y) (x : n → ℝ) :
    x ⬝ᵥ secantPart S Y *ᵥ x ≤ x ⬝ᵥ B *ᵥ x ∧
      (x ⬝ᵥ secantPart S Y *ᵥ x = x ⬝ᵥ B *ᵥ x ↔ ∃ c, x = S *ᵥ c) := by
  obtain ⟨_, hKS, hK⟩ := (solution_iff (curvature_of_secant hS hB h) B).mp ⟨hB, h⟩
  have e : x ⬝ᵥ (B - secantPart S Y) *ᵥ x
      = x ⬝ᵥ B *ᵥ x - x ⬝ᵥ secantPart S Y *ᵥ x := by
    rw [Matrix.sub_mulVec, dotProduct_sub]
  by_cases hx : ∃ c, x = S *ᵥ c
  · have h0 : x ⬝ᵥ (B - secantPart S Y) *ᵥ x = 0 := by
      obtain ⟨c, rfl⟩ := hx
      rw [Matrix.mulVec_mulVec, hKS, Matrix.zero_mulVec, dotProduct_zero]
    exact ⟨by linarith, fun _ => hx, fun _ => by linarith⟩
  · have h1 := hK x (fun c hc => hx ⟨c, hc⟩)
    exact ⟨by linarith, fun he => by exfalso; linarith, fun hh => absurd hh hx⟩
```

The secant part is a lower bound on the curvature of every solution. With $K=B-C$,
$$x\cdot Bx-x\cdot Cx=x\cdot Kx ,$$
which is zero when $x$ is a combination of the steps and positive otherwise. Solutions can therefore differ in curvature only along directions outside the span of the steps.

## Positive curvature of each pair is not enough

```lean
/-- The gradient changes `(1, 2)` and `(2, 1)` as the columns of a matrix. -/
def crossedChanges : Matrix (Fin 2) (Fin 2) ℝ := !![1, 2; 2, 1]
```

This matrix holds the gradient changes $(1,2)$ and $(2,1)$ as columns.

```lean
/-- Positive curvature of each pair is not enough: for the unit steps in the plane and gradient
changes `(1, 2)` and `(2, 1)`, `SᵀY` is symmetric with positive diagonal, yet no symmetric
positive definite `B` satisfies `B S = Y`. -/
theorem pairwise_curvature_insufficient :
    (∀ j, 0 < ((1 : Matrix (Fin 2) (Fin 2) ℝ)ᵀ * crossedChanges) j j) ∧
    ((1 : Matrix (Fin 2) (Fin 2) ℝ)ᵀ * crossedChanges)ᵀ
      = (1 : Matrix (Fin 2) (Fin 2) ℝ)ᵀ * crossedChanges ∧
    ¬ ∃ B : Matrix (Fin 2) (Fin 2) ℝ, IsSPD B ∧ B * 1 = crossedChanges := by
  refine ⟨fun j => by fin_cases j <;> simp [crossedChanges],
    by ext i j; fin_cases i <;> fin_cases j <;> simp [crossedChanges], ?_⟩
  rintro ⟨B, hB, h⟩
  rw [Matrix.mul_one] at h
  subst h
  -- the difference of the two steps sees negative curvature
  have h1 := hB.2 ![1, -1] (fun h => by simpa using congrFun h 0)
  norm_num [crossedChanges, Matrix.mulVec, dotProduct, Fin.sum_univ_succ] at h1

end

end MultisecantCurvature
```

Take the two unit vectors of the plane as steps, so $S=I$ and $G=Y$. Each pair has $s_j\cdot y_j=1>0$, and $G$ is symmetric. The equation $BS=Y$ forces $B=Y$, but for $x=(1,-1)$
$$x\cdot Yx=(1,-1)\cdot(-1,1)=-2 .$$
For the normalised vector $x/\sqrt2$ the curvature is $-1$. Hence no symmetric positive definite $B$ exists, although each record by itself passes the single-pair condition. The three parts of the Lean statement are the positive diagonal, the symmetry and the non-existence; the last is proved by testing $B$ on `![1, -1]`.

```lean
#print axioms MultisecantCurvature.exists_spd_secant_iff
#print axioms MultisecantCurvature.secantPart_le
#print axioms MultisecantCurvature.pairwise_curvature_insufficient
```

```
'MultisecantCurvature.exists_spd_secant_iff' depends on axioms: [propext, Classical.choice, Quot.sound]
'MultisecantCurvature.secantPart_le' depends on axioms: [propext, Classical.choice, Quot.sound]
'MultisecantCurvature.pairwise_curvature_insufficient' depends on axioms: [propext, Classical.choice, Quot.sound]
```
